# Newton's method for the lowest RFO eigenvalue: monotone convergence from any start between the root and the Hessian spectrum

In a minimisation, the rational function optimisation (RFO) step follows from the lowest eigenvalue of the augmented Hessian, which is the Hessian bordered by the gradient, with a zero in the corner. When that eigenvalue lies below all Hessian eigenvalues, it is a root of a scalar function, and it is represented here in this way, not as an eigenvalue of a matrix. The Hessian is taken as already diagonal: `h i` is its eigenvalue for mode i, of either sign and possibly repeated, and `g i` is the gradient component along that mode. The modes are labelled by a finite type `ι`. Passing from a Hessian in the original coordinates to this form is an orthogonal diagonalisation, which the hypotheses presuppose.

```lean
import Mathlib

open Filter Topology

namespace RFOSecularNewton

noncomputable section

variable {ι : Type*} [Fintype ι] (g h : ι → ℝ)
```

## The secular function and its Newton step

Write t for a trial value of the eigenvalue, often called λ in the RFO literature. The function to be brought to zero is

f(t) = t − Σᵢ gᵢ²/(t − hᵢ).

```lean
/-- The secular function `t - ∑ g_i² / (t - h_i)` of rational function optimisation, for Hessian
eigenvalues `h_i` and gradient components `g_i`; its domain is `t` different from every `h_i`. -/
def secular (t : ℝ) : ℝ := t - ∑ i, g i ^ 2 / (t - h i)
```

Newton's method replaces t by

N(t) = t − f(t)/f′(t).

```lean
/-- One Newton step on the secular function, for `t` different from every `h_i`. -/
def newtonStep (t : ℝ) : ℝ := t - secular g h t / deriv (secular g h) t
```

The definition uses Lean's `deriv`, the true derivative, so the formula for the slope has to be proved.

## Roots are augmented-Hessian eigenvalues

For an eigenvector (s, 1) of the augmented Hessian with eigenvalue t, the equations are

hᵢsᵢ + gᵢ = t sᵢ for every i,
Σᵢ gᵢsᵢ = t.

If t differs from every hᵢ, the first line gives sᵢ = gᵢ/(t − hᵢ). Substitution into the second gives Σᵢ gᵢ²/(t − hᵢ) = t, which is f(t) = 0. Conversely, at a zero of f this s satisfies both lines.

```lean
/-- Away from the Hessian eigenvalues, `t` is a zero of the secular function exactly when the
augmented Hessian has an eigenvector `(s, 1)` with eigenvalue `t`. -/
theorem secular_eq_zero_iff {t : ℝ} (ht : ∀ i, t ≠ h i) :
    secular g h t = 0 ↔
      ∃ s : ι → ℝ, (∀ i, h i * s i + g i = t * s i) ∧ ∑ i, g i * s i = t := by
  constructor
  · intro h0
    unfold secular at h0
    refine ⟨fun i => g i / (t - h i), fun i => ?_, ?_⟩
    · have hne := sub_ne_zero.mpr (ht i)
      have e : (t - h i) * (g i / (t - h i)) = g i := by field_simp
      show h i * (g i / (t - h i)) + g i = t * (g i / (t - h i))
      linear_combination -e
    · have e : ∑ i, g i * (g i / (t - h i)) = ∑ i, g i ^ 2 / (t - h i) :=
        Finset.sum_congr rfl fun i _ => by ring
      exact e.trans (by linarith)
  · rintro ⟨s, hs, hsum⟩
    have e : ∑ i, g i ^ 2 / (t - h i) = ∑ i, g i * s i :=
      Finset.sum_congr rfl fun i _ => by
        rw [div_eq_iff (sub_ne_zero.mpr (ht i))]
        linear_combination g i * hs i
    unfold secular
    linarith
```

One direction of the Lean proof supplies this s; the other multiplies each mode equation by gᵢ and sums. When t is the lowest eigenvalue, s is the RFO step itself, because the last component of (s, 1) is one; the normalised eigenvector is (s, 1)/√(1 + Σᵢ sᵢ²).

## The slope is at least one

Each term gᵢ²/(t − hᵢ) has derivative −gᵢ²/(t − hᵢ)², hence

f′(t) = 1 + Σᵢ gᵢ²/(t − hᵢ)² ≥ 1.

```lean
/-- Away from the Hessian eigenvalues the secular function has slope
`1 + ∑ g_i² / (t - h_i)²`. -/
theorem hasDerivAt_secular {t : ℝ} (ht : ∀ i, t ≠ h i) :
    HasDerivAt (secular g h) (1 + ∑ i, g i ^ 2 / (t - h i) ^ 2) t := by
  have hi : ∀ i ∈ (Finset.univ : Finset ι),
      HasDerivAt (fun x => g i ^ 2 / (x - h i)) (-(g i ^ 2 / (t - h i) ^ 2)) t := by
    intro i _
    have hd := (hasDerivAt_const t (g i ^ 2)).fun_div
      ((hasDerivAt_id' t).sub_const (h i)) (sub_ne_zero.mpr (ht i))
    exact hd.congr_deriv (by ring)
  have hs := (hasDerivAt_id' t).fun_sub (HasDerivAt.fun_sum hi)
  exact hs.congr_deriv (by rw [Finset.sum_neg_distrib]; ring)
```

`HasDerivAt` states that the derivative exists and has this value. The proof differentiates each quotient and adds the results.

## The exact error after one step

Let f(r) = 0, with neither r nor t equal to any hᵢ. Then

N(t) − r = [(t − r) f′(t) − f(t)]/f′(t).

Inserting f and f′, and using r = Σᵢ gᵢ²/(r − hᵢ), turns the numerator into

Σᵢ gᵢ² [(t − r)/(t − hᵢ)² + 1/(t − hᵢ) − 1/(r − hᵢ)].

The last two terms in the bracket combine to −(t − r)/[(t − hᵢ)(r − hᵢ)]. The bracket is therefore

(t − r)/(t − hᵢ) · [1/(t − hᵢ) − 1/(r − hᵢ)] = (t − r)²/[(t − hᵢ)²(hᵢ − r)],

and the error is

N(t) − r = (t − r)² · Σᵢ gᵢ²/[(t − hᵢ)²(hᵢ − r)] / f′(t).

```lean
/-- Exact error of one Newton step relative to a root `r`, when neither `r` nor `t` is a Hessian
eigenvalue: the new error is the square of the old one times an explicit factor. -/
theorem newtonStep_sub_root {r t : ℝ} (hr : secular g h r = 0)
    (hri : ∀ i, r ≠ h i) (ht : ∀ i, t ≠ h i) :
    newtonStep g h t - r = (t - r) ^ 2 * (∑ i, g i ^ 2 / ((t - h i) ^ 2 * (h i - r))) /
      (1 + ∑ i, g i ^ 2 / (t - h i) ^ 2) := by
  have hD : 0 < 1 + ∑ i, g i ^ 2 / (t - h i) ^ 2 := by positivity
  -- the identity holds mode by mode
  have hsum : (t - r) * (∑ i, g i ^ 2 / (t - h i) ^ 2) + ∑ i, g i ^ 2 / (t - h i)
      - ∑ i, g i ^ 2 / (r - h i)
      = (t - r) ^ 2 * ∑ i, g i ^ 2 / ((t - h i) ^ 2 * (h i - r)) := by
    rw [Finset.mul_sum, Finset.mul_sum, ← Finset.sum_add_distrib, ← Finset.sum_sub_distrib]
    refine Finset.sum_congr rfl fun i _ => ?_
    have h1 := sub_ne_zero.mpr (ht i)
    have h2 := sub_ne_zero.mpr (hri i)
    rw [show h i - r = -(r - h i) by ring]
    field_simp
    ring
  have key : (t - r) * (1 + ∑ i, g i ^ 2 / (t - h i) ^ 2) - secular g h t
      = (t - r) ^ 2 * ∑ i, g i ^ 2 / ((t - h i) ^ 2 * (h i - r)) := by
    unfold secular at hr ⊢
    linear_combination hsum - hr
  unfold newtonStep
  rw [(hasDerivAt_secular g h ht).deriv, eq_div_iff hD.ne']
  have hc := div_mul_cancel₀ (secular g h t) hD.ne'
  linear_combination key - hc
```

In the proof, `hsum` is the identity for the bracket, checked mode by mode with `field_simp` and `ring`. The root condition enters in `key`, and the final lines divide by the slope.

## One step neither passes the root nor moves up

Let m be a lower bound of all hᵢ, for instance the smallest of them, and let r ≤ t < m. Put

S = Σᵢ gᵢ²/(t − hᵢ)²,
E = Σᵢ gᵢ²/[(t − hᵢ)²(hᵢ − r)].

Every gap satisfies hᵢ − r ≥ m − r > 0, so 0 ≤ E ≤ S/(m − r). Since f′(t) = 1 + S and S/(1 + S) ≤ 1,

0 ≤ N(t) − r ≤ (t − r)²/(m − r) ≤ t − r.

The last inequality holds because 0 ≤ t − r < m − r.

```lean
/-- Let the root `r` lie below a lower bound `m` of the Hessian eigenvalues. A Newton step from `t`
in `[r, m)` does not pass `r`, does not increase `t`, and leaves an error of at most the square of
the old one divided by `m - r`. -/
theorem newtonStep_bounds {r m t : ℝ} (hr : secular g h r = 0) (hm : ∀ i, m ≤ h i)
    (hrt : r ≤ t) (htm : t < m) :
    r ≤ newtonStep g h t ∧ newtonStep g h t ≤ t ∧
      newtonStep g h t - r ≤ (t - r) ^ 2 / (m - r) := by
  have hd : 0 < m - r := by linarith
  have hti : ∀ i, t ≠ h i := fun i => (lt_of_lt_of_le htm (hm i)).ne
  have hri : ∀ i, r ≠ h i := fun i => (lt_of_lt_of_le (lt_of_le_of_lt hrt htm) (hm i)).ne
  have hid := newtonStep_sub_root g h hr hri hti
  have hD : 0 < 1 + ∑ i, g i ^ 2 / (t - h i) ^ 2 := by positivity
  have hE0 : 0 ≤ ∑ i, g i ^ 2 / ((t - h i) ^ 2 * (h i - r)) :=
    Finset.sum_nonneg fun i _ => div_nonneg (sq_nonneg _)
      (mul_nonneg (sq_nonneg _) (by linarith [hm i]))
  -- every gap `h_i - r` is at least `m - r`
  have hE : ∑ i, g i ^ 2 / ((t - h i) ^ 2 * (h i - r))
      ≤ (∑ i, g i ^ 2 / (t - h i) ^ 2) / (m - r) := by
    rw [Finset.sum_div]
    refine Finset.sum_le_sum fun i _ => ?_
    have hp : 0 < (t - h i) ^ 2 :=
      lt_of_le_of_ne (sq_nonneg _) (pow_ne_zero 2 (sub_ne_zero.mpr (hti i))).symm
    rw [div_div]
    exact div_le_div_of_nonneg_left (sq_nonneg _) (mul_pos hp hd)
      (mul_le_mul_of_nonneg_left (by linarith [hm i]) hp.le)
  have hlow : 0 ≤ newtonStep g h t - r := by
    rw [hid]
    exact div_nonneg (mul_nonneg (sq_nonneg _) hE0) hD.le
  have hquad : newtonStep g h t - r ≤ (t - r) ^ 2 / (m - r) := by
    rw [hid, div_le_div_iff₀ hD hd]
    have h1 := (le_div_iff₀ hd).1 hE
    have h2 := mul_le_mul_of_nonneg_left
      (h1.trans (le_add_of_nonneg_left zero_le_one)) (sq_nonneg (t - r))
    rw [mul_assoc]
    exact h2
  have hstep : (t - r) ^ 2 / (m - r) ≤ t - r := by
    rw [div_le_iff₀ hd]
    nlinarith [mul_nonneg (sub_nonneg.2 hrt) (sub_nonneg.2 htm.le)]
  exact ⟨by linarith, by linarith, hquad⟩
```

The facts `hlow`, `hquad` and `hstep` are the three inequalities of this chain, from left to right.

## The iterates stay in the interval

Let t₀ be the start and tₖ the value after k steps. If r ≤ tₖ < m, the previous result gives

r ≤ tₖ₊₁ ≤ tₖ < m,

so by induction all iterates remain in [r, m).

```lean
/-- Newton iterates started in `[r, m)` remain there, for a root `r` and a lower bound `m` of the
Hessian eigenvalues. -/
theorem iterate_mem {r m t₀ : ℝ} (hr : secular g h r = 0) (hm : ∀ i, m ≤ h i)
    (hrt : r ≤ t₀) (htm : t₀ < m) (k : ℕ) :
    r ≤ (newtonStep g h)^[k] t₀ ∧ (newtonStep g h)^[k] t₀ < m := by
  induction k with
  | zero => exact ⟨hrt, htm⟩
  | succ k ih =>
    rw [Function.iterate_succ_apply']
    have hb := newtonStep_bounds g h hr hm ih.1 ih.2
    exact ⟨hb.1, lt_of_le_of_lt hb.2.1 ih.2⟩
```

Lean writes tₖ as `(newtonStep g h)^[k] t₀`, the k-fold application of the step.

## The scaled error is at most the square of the previous one

Set eₖ = (tₖ − r)/(m − r). Dividing the one-step bound by m − r gives eₖ₊₁ ≤ eₖ², and induction gives

eₖ₊₁ ≤ eₖ² ≤ (e₀^(2^k))² = e₀^(2^(k+1)).

```lean
/-- Quadratic convergence: for a start in `[r, m)`, with `r` a root and `m` a lower bound of the
Hessian eigenvalues, the error in units of `m - r` after `k` steps is at most its initial value
to the power `2^k`. -/
theorem iterate_error_le {r m t₀ : ℝ} (hr : secular g h r = 0) (hm : ∀ i, m ≤ h i)
    (hrt : r ≤ t₀) (htm : t₀ < m) (k : ℕ) :
    ((newtonStep g h)^[k] t₀ - r) / (m - r) ≤ ((t₀ - r) / (m - r)) ^ (2 ^ k) := by
  have hd : 0 < m - r := by linarith
  induction k with
  | zero => simp
  | succ k ih =>
    have hx := iterate_mem g h hr hm hrt htm k
    have hb := (newtonStep_bounds g h hr hm hx.1 hx.2).2.2
    rw [Function.iterate_succ_apply', pow_succ 2 k, pow_mul]
    calc _ ≤ ((newtonStep g h)^[k] t₀ - r) ^ 2 / (m - r) / (m - r) :=
          div_le_div_of_nonneg_right hb hd.le
      _ = (((newtonStep g h)^[k] t₀ - r) / (m - r)) ^ 2 := by rw [div_pow, div_div, sq (m - r)]
      _ ≤ _ := pow_le_pow_left₀ (div_nonneg (sub_nonneg.2 hx.1) hd.le) ih 2
```

The `calc` block contains these inequalities. Squaring preserves the order because eₖ ≥ 0.

## Convergence to the root

Since 0 ≤ e₀ < 1 and k < 2^k, the error bound implies eₖ ≤ e₀^k, and therefore

r ≤ tₖ ≤ r + (m − r) e₀^k.

The right side tends to r, and the iterates are squeezed onto it. They are nonincreasing by the one-step bound.

```lean
/-- Let `r` be a root of the secular function and `m` a lower bound of the Hessian eigenvalues.
Newton's method started anywhere in `[r, m)` is nonincreasing, stays at or above `r` and
converges to `r`. -/
theorem newton_converges {r m t₀ : ℝ} (hr : secular g h r = 0) (hm : ∀ i, m ≤ h i)
    (hrt : r ≤ t₀) (htm : t₀ < m) :
    Antitone (fun k => (newtonStep g h)^[k] t₀) ∧
      (∀ k, r ≤ (newtonStep g h)^[k] t₀) ∧
      Tendsto (fun k => (newtonStep g h)^[k] t₀) atTop (𝓝 r) := by
  have hd : 0 < m - r := by linarith
  have hmem := iterate_mem g h hr hm hrt htm
  refine ⟨antitone_nat_of_succ_le fun k => ?_, fun k => (hmem k).1, ?_⟩
  · rw [Function.iterate_succ_apply']
    exact (newtonStep_bounds g h hr hm (hmem k).1 (hmem k).2).2.1
  · have hq0 : 0 ≤ (t₀ - r) / (m - r) := div_nonneg (by linarith) hd.le
    have hq1 : (t₀ - r) / (m - r) < 1 := (div_lt_one hd).2 (by linarith)
    have hlim : Tendsto (fun k : ℕ => r + (m - r) * ((t₀ - r) / (m - r)) ^ k) atTop (𝓝 r) := by
      have hl := ((tendsto_pow_atTop_nhds_zero_of_lt_one hq0 hq1).const_mul (m - r)).const_add r
      rwa [mul_zero, add_zero] at hl
    -- squeeze the iterates between `r` and a geometric sequence
    refine tendsto_of_tendsto_of_tendsto_of_le_of_le tendsto_const_nhds hlim
      (fun k => (hmem k).1) (fun k => ?_)
    have h1 := (iterate_error_le g h hr hm hrt htm k).trans
      (pow_le_pow_of_le_one hq0 hq1.le Nat.lt_two_pow_self.le)
    have h2 := (div_le_iff₀ hd).1 h1
    show (newtonStep g h)^[k] t₀ ≤ r + (m - r) * ((t₀ - r) / (m - r)) ^ k
    linarith
```

In words: if r is a root, m bounds the Hessian eigenvalues from below and r ≤ t₀ < m, then the sequence is nonincreasing (`Antitone`), never falls below r and has limit r (`Tendsto … (𝓝 r)`). No gradient component has to be nonzero, but the root is assumed to exist. In geometry or orbital optimisation, the theorem applies to the inner eigenvalue search when that search is done by this Newton iteration from a start in [r, m), for a finite, diagonalised Hessian in real-number arithmetic; it says nothing about other eigenvalue solvers or about convergence of the outer optimisation.

The start condition can be tested without knowing r: f increases below m, so a t₀ < m with f(t₀) ≥ 0 lies at or above the root.

## Exactly one root lies below the spectrum

Let i₀ be a mode of lowest Hessian eigenvalue, m = h_{i₀}, and suppose g_{i₀} ≠ 0. Physically, the force has a component along this mode. Symmetry can make the gradient components along all modes of lowest eigenvalue vanish; the theorem then does not apply, although a root below m may still exist.

For uniqueness, suppose r < t < m are both roots. Then N(t) = t, and the one-step bound gives

t − r ≤ (t − r)²/(m − r),

hence m ≤ t, a contradiction.

For existence, take a = −|m| − 1 − Σᵢ gᵢ². Every hᵢ − a is at least 1, so

f(a) = a + Σᵢ gᵢ²/(hᵢ − a) ≤ a + Σᵢ gᵢ² = −|m| − 1 < 0.

Next put K = |m| + 1 + g_{i₀}² and ε = g_{i₀}²/K, so that 0 < ε ≤ 1. All terms gᵢ²/(hᵢ − m + ε) are nonnegative, and keeping only the one for i₀ gives

f(m − ε) ≥ m − ε + g_{i₀}²/ε = m − ε + K > 0.

Because f is continuous on [a, m − ε], it has a zero there.

```lean
/-- If the gradient has a nonzero component along a mode of lowest Hessian eigenvalue, the
secular function has exactly one root below that eigenvalue. -/
theorem existsUnique_root (i₀ : ι) (hmin : ∀ i, h i₀ ≤ h i) (hg : g i₀ ≠ 0) :
    ∃! r, r < h i₀ ∧ secular g h r = 0 := by
  -- a second root would be a fixed point of Newton's method, against the error bound
  have huniq : ∀ r t, secular g h r = 0 → secular g h t = 0 → t < h i₀ → t ≤ r := by
    intro r t hr ht htm
    by_contra hlt
    push Not at hlt
    have hb := (newtonStep_bounds g h hr hmin hlt.le htm).2.2
    have hfix : newtonStep g h t = t := by simp [newtonStep, ht]
    rw [hfix, le_div_iff₀ (by linarith)] at hb
    nlinarith [mul_pos (sub_pos.2 hlt) (sub_pos.2 htm)]
  have hg2 : 0 < g i₀ ^ 2 := by positivity
  obtain ⟨K, hK⟩ : ∃ K, K = |h i₀| + 1 + g i₀ ^ 2 := ⟨_, rfl⟩
  have habs := abs_nonneg (h i₀)
  have hneg := neg_abs_le (h i₀)
  have hK0 : 0 < K := by linarith
  obtain ⟨ε, hε0, hε1, hKε⟩ : ∃ ε : ℝ, 0 < ε ∧ ε ≤ 1 ∧ K * ε = g i₀ ^ 2 :=
    ⟨g i₀ ^ 2 / K, div_pos hg2 hK0, (div_le_one hK0).2 (by linarith), by field_simp⟩
  obtain ⟨a, ha⟩ : ∃ a, a = -|h i₀| - 1 - ∑ i, g i ^ 2 := ⟨_, rfl⟩
  have hG : 0 ≤ ∑ i, g i ^ 2 := Finset.sum_nonneg fun i _ => sq_nonneg _
  -- the secular function is nonpositive at `a`, which lies below the spectrum
  have hfa : secular g h a ≤ 0 := by
    have hs : ∑ i, -(g i ^ 2) ≤ ∑ i, g i ^ 2 / (a - h i) := by
      refine Finset.sum_le_sum fun i _ => ?_
      have h1 : 0 ≤ h i - a - 1 := by linarith [hmin i]
      rw [le_div_iff_of_neg (by linarith)]
      nlinarith [mul_nonneg (sq_nonneg (g i)) h1]
    rw [Finset.sum_neg_distrib] at hs
    unfold secular
    linarith
  -- and nonnegative just below the lowest eigenvalue
  have hfb : 0 ≤ secular g h (h i₀ - ε) := by
    have hs := Finset.single_le_sum (f := fun i => -(g i ^ 2 / (h i₀ - ε - h i)))
      (fun i _ => neg_nonneg.2 (div_nonpos_of_nonneg_of_nonpos (sq_nonneg _)
        (by linarith [hmin i]))) (Finset.mem_univ i₀)
    simp only [Finset.sum_neg_distrib] at hs
    have he : g i₀ ^ 2 / (h i₀ - ε - h i₀) = -K := by
      rw [div_eq_iff (by linarith : h i₀ - ε - h i₀ < 0).ne]
      linear_combination -hKε
    rw [he] at hs
    unfold secular
    linarith
  have hcont : ContinuousOn (secular g h) (Set.Icc a (h i₀ - ε)) := fun x hx =>
    (hasDerivAt_secular g h fun i =>
      (by linarith [hx.2, hmin i] : x < h i).ne).continuousAt.continuousWithinAt
  obtain ⟨r, hrI, hr⟩ := intermediate_value_Icc (by linarith) hcont ⟨hfa, hfb⟩
  have hrm : r < h i₀ := by linarith [hrI.2]
  exact ⟨r, ⟨hrm, hr⟩, fun t ht =>
    le_antisymm (huniq r t hr ht.2 ht.1) (huniq t r ht.2 hr hrm)⟩

end

end RFOSecularNewton
```

The symbol `∃!` means that exactly one such r exists. `huniq` is the uniqueness argument, `hfa` and `hfb` are the two signs, and `intermediate_value_Icc` supplies the root. With m = `h i₀`, this root can be used in the convergence theorem. It is also the lowest eigenvalue of the augmented Hessian, by a short argument not formalised here: an eigenvector (s, 0) with eigenvalue t < m would satisfy hᵢsᵢ = t sᵢ for every i, which forces s = 0. Every eigenvector with eigenvalue below m can therefore be scaled to the form (s, 1), so its eigenvalue is a root of f, and there is only one such root.

```lean
#print axioms RFOSecularNewton.secular_eq_zero_iff
-- 'RFOSecularNewton.secular_eq_zero_iff' depends on axioms: [propext, Classical.choice, Quot.sound]
#print axioms RFOSecularNewton.newton_converges
-- 'RFOSecularNewton.newton_converges' depends on axioms: [propext, Classical.choice, Quot.sound]
#print axioms RFOSecularNewton.existsUnique_root
-- 'RFOSecularNewton.existsUnique_root' depends on axioms: [propext, Classical.choice, Quot.sound]
```

## One mode with numbers

Take a single mode with h = 3/2 and g = 1, for a dimensionless coordinate and any one unit of energy. The equation f(t) = 0 becomes

t² − (3/2)t − 1 = 0,

with roots −1/2 and 2. The root below h is r = −1/2; with m = 3/2, the length m − r is 2. Start at t₀ = 1/2, where e₀ = 1/2:

f(1/2) = 3/2, f′(1/2) = 2, t₁ = 1/2 − 3/4 = −1/4,
f(−1/4) = 9/28, f′(−1/4) = 65/49, t₂ = −1/4 − 63/260 = −32/65 ≈ −0.4923.

The scaled errors are e₁ = 1/8 and e₂ = 1/260, below their bounds 1/4 and 1/16. At the root, the RFO step is s = g/(r − h) = −1/2, and the normalised eigenvector is (−1, 2)/√5.
